# Gauge covariance of the nuclear kinetic operator for one coordinate and a finite unitary frame

Derivatives of matrices and vectors are taken entry by entry, with respect to one real nuclear coordinate R. The index type `n` labels finitely many electronic states, and a nuclear amplitude is a function `ℝ → n → ℂ`. We write D or a prime for the derivative and † for the adjoint (`ᴴ` in Lean). `MatDiff` and `VecDiff` state differentiability at every R; continuity of the derivatives is never required.

```lean
import Mathlib

open Matrix

namespace NuclearGaugeCovariance

noncomputable section

variable {n : Type*}

/-- Every entry of the matrix family is differentiable in the nuclear coordinate. -/
def MatDiff (A : ℝ → Matrix n n ℂ) : Prop :=
  ∀ i j, Differentiable ℝ (fun r => A r i j)

/-- Every component of the nuclear amplitude is differentiable. -/
def VecDiff (f : ℝ → n → ℂ) : Prop :=
  ∀ i, Differentiable ℝ (fun r => f r i)

/-- The entrywise derivative of a matrix family. -/
def matDeriv (A : ℝ → Matrix n n ℂ) (R : ℝ) : Matrix n n ℂ :=
  Matrix.of fun i j => deriv (fun r => A r i j) R

/-- The componentwise derivative `D` of a nuclear amplitude. -/
def vecDeriv (f : ℝ → n → ℂ) (R : ℝ) : n → ℂ :=
  fun i => deriv (fun r => f r i) R
```

### (a) Derivative of an adjoint

For a differentiable matrix family A(R), show that A† is differentiable and

(A†)′ = (A′)†.

The entry (A†)ᵢⱼ is the complex conjugate of Aⱼᵢ. Since R is real, conjugation commutes with d/dR; this is `HasDerivAt.star`.

```lean
/-- The adjoint of a differentiable matrix family is differentiable, and its derivative is
the adjoint of the derivative. -/
theorem matDeriv_conjTranspose {A : ℝ → Matrix n n ℂ} (hA : MatDiff A) :
    MatDiff (fun r => (A r)ᴴ) ∧
      ∀ R, matDeriv (fun r => (A r)ᴴ) R = (matDeriv A R)ᴴ := by
  refine ⟨fun i j R => (hA j i R).hasDerivAt.star.differentiableAt, fun R => ?_⟩
  ext i j
  exact (hA j i R).hasDerivAt.star.deriv
```

Let the columns of U(R) be the adiabatic states in a fixed diabatic basis. The derivative coupling is d = U†U′, and `covD` is the dressed derivative D + d.

```lean
variable [Fintype n]

/-- The nonadiabatic derivative coupling `d = U† U'`. -/
def coupling (U : ℝ → Matrix n n ℂ) (R : ℝ) : Matrix n n ℂ :=
  (U R)ᴴ * matDeriv U R

/-- The dressed derivative `D + d` acting on adiabatic amplitudes. -/
def covD (U : ℝ → Matrix n n ℂ) (χ : ℝ → n → ℂ) (R : ℝ) : n → ℂ :=
  vecDeriv χ R + coupling U R *ᵥ χ R
```

### (b) Product rule

For differentiable A and f, show that Af is differentiable and

(Af)′ = A′f + Af′.

Differentiate component i, the finite sum Σₖ Aᵢₖfₖ, term by term. This gives Σₖ (A′ᵢₖfₖ + Aᵢₖf′ₖ), the derivative recorded in `h`.

```lean
/-- Product rule for a matrix family acting on a nuclear amplitude. -/
theorem vecDeriv_mulVec {A : ℝ → Matrix n n ℂ} {f : ℝ → n → ℂ}
    (hA : MatDiff A) (hf : VecDiff f) :
    VecDiff (fun r => A r *ᵥ f r) ∧
      ∀ R, vecDeriv (fun r => A r *ᵥ f r) R
        = matDeriv A R *ᵥ f R + A R *ᵥ vecDeriv f R := by
  have h : ∀ i R, HasDerivAt (fun r => (A r *ᵥ f r) i)
      (∑ k, (deriv (fun r => A r i k) R * f R k
        + A R i k * deriv (fun r => f r k) R)) R := by
    intro i R
    simp only [Matrix.mulVec, dotProduct]
    exact HasDerivAt.fun_sum fun k _ =>
      (hA i k R).hasDerivAt.fun_mul (hf k R).hasDerivAt
  refine ⟨fun i R => (h i R).differentiableAt, fun R => ?_⟩
  funext i
  refine (h i R).deriv.trans ?_
  simp only [Finset.sum_add_distrib, Pi.add_apply, Matrix.mulVec, dotProduct,
    matDeriv, vecDeriv, Matrix.of_apply]
```

### (c) Second derivative of a product

For twice differentiable U and χ, show that Uχ is twice differentiable and

(Uχ)″ = U″χ + 2U′χ′ + Uχ″.

By (b), (Uχ)′ = U′χ + Uχ′. Applying (b) to each term gives (U″χ + U′χ′) + (U′χ′ + Uχ″). The Lean statement records that (Uχ)′ is differentiable; that Uχ itself is differentiable is part of (b). In the proof, `e` is the first step and `module` collects the equal terms.

```lean
/-- The derivative of `U χ` is differentiable, and the second derivative of `U χ` is `U'' χ + 2 U'
χ' + U χ''`. -/
theorem vecDeriv_twice_mulVec {U : ℝ → Matrix n n ℂ} {χ : ℝ → n → ℂ}
    (hd : MatDiff U) (hd' : MatDiff (matDeriv U))
    (hχ : VecDiff χ) (hχ' : VecDiff (vecDeriv χ)) :
    VecDiff (vecDeriv fun r => U r *ᵥ χ r) ∧
      ∀ R, vecDeriv (vecDeriv fun r => U r *ᵥ χ r) R
        = matDeriv (matDeriv U) R *ᵥ χ R + (2 : ℂ) • (matDeriv U R *ᵥ vecDeriv χ R)
          + U R *ᵥ vecDeriv (vecDeriv χ) R := by
  have h2 := vecDeriv_mulVec hd' hχ
  have h3 := vecDeriv_mulVec hd hχ'
  have e : vecDeriv (fun r => U r *ᵥ χ r)
      = fun r => matDeriv U r *ᵥ χ r + U r *ᵥ vecDeriv χ r :=
    funext (vecDeriv_mulVec hd hχ).2
  rw [e]
  refine ⟨fun i R => ((h2.1 i R).hasDerivAt.fun_add
    (h3.1 i R).hasDerivAt).differentiableAt, fun R => ?_⟩
  have e2 : vecDeriv (fun r => matDeriv U r *ᵥ χ r + U r *ᵥ vecDeriv χ r) R
      = vecDeriv (fun r => matDeriv U r *ᵥ χ r) R
        + vecDeriv (fun r => U r *ᵥ vecDeriv χ r) R := by
    funext i
    exact ((h2.1 i R).hasDerivAt.fun_add (h3.1 i R).hasDerivAt).deriv
  rw [e2, h2.2 R, h3.2 R]
  module
```

Let E(R) be a diagonal matrix of real energies and κ a real number standing for ħ²/2M, the prefactor of the nuclear kinetic energy, where M is the mass associated with the coordinate R. The two Hamiltonians are

H_ad = −κ(D + d)² + E,
H_di = −κD² + UEU†.

Both are differential expressions evaluated at each R; boundary conditions and normalisability play no part. The energies are given functions, not derived from an electronic Hamiltonian.

```lean
variable [DecidableEq n]

/-- The diabatic potential matrix `U E U†` built from the adiabatic energies `E`. -/
def diabaticPotential (U : ℝ → Matrix n n ℂ) (E : ℝ → n → ℝ) (R : ℝ) : Matrix n n ℂ :=
  U R * Matrix.diagonal (fun i => (E R i : ℂ)) * (U R)ᴴ

/-- The adiabatic Hamiltonian `-κ (D + d)² + E`, where `κ` stands for `ħ²/2M`. -/
def adiabaticH (κ : ℝ) (U : ℝ → Matrix n n ℂ) (E : ℝ → n → ℝ) (χ : ℝ → n → ℂ)
    (R : ℝ) : n → ℂ :=
  (-(κ : ℂ)) • covD U (covD U χ) R + Matrix.diagonal (fun i => (E R i : ℂ)) *ᵥ χ R

/-- The diabatic Hamiltonian `-κ D² + U E U†`. -/
def diabaticH (κ : ℝ) (U : ℝ → Matrix n n ℂ) (E : ℝ → n → ℝ) (f : ℝ → n → ℂ)
    (R : ℝ) : n → ℂ :=
  (-(κ : ℂ)) • vecDeriv (vecDeriv f) R + diabaticPotential U E R *ᵥ f R
```

### (d) Symmetry of the coupling

From here to (i), U†U = 1 at every R. For differentiable U, show that

d† = −d.

Differentiating U†U = 1 gives (U′)†U + U†U′ = 0, whose first term is d† and second is d. In `key`, uniqueness of the derivative equates the product-rule sum with the zero derivative of a constant.

```lean
/-- The derivative coupling of a differentiable unitary family is anti-Hermitian. -/
theorem coupling_antiHermitian {U : ℝ → Matrix n n ℂ}
    (hU : ∀ r, (U r)ᴴ * U r = 1) (hd : MatDiff U) (R : ℝ) :
    (coupling U R)ᴴ = -coupling U R := by
  -- differentiate `U† U = 1` entry by entry
  have key : (matDeriv U R)ᴴ * U R + (U R)ᴴ * matDeriv U R = 0 := by
    ext i j
    have h : HasDerivAt (fun r => ((U r)ᴴ * U r) i j)
        (∑ k, (star (deriv (fun r => U r k i) R) * U R k j
          + star (U R k i) * deriv (fun r => U r k j) R)) R := by
      simp only [Matrix.mul_apply, Matrix.conjTranspose_apply]
      exact HasDerivAt.fun_sum fun k _ =>
        (hd k i R).hasDerivAt.star.fun_mul (hd k j R).hasDerivAt
    simp only [hU] at h
    have h0 := h.unique (hasDerivAt_const R _)
    rw [Finset.sum_add_distrib] at h0
    simpa only [Matrix.add_apply, Matrix.mul_apply, Matrix.conjTranspose_apply,
      matDeriv, Matrix.of_apply, Matrix.zero_apply] using h0
  rw [coupling, Matrix.conjTranspose_mul, Matrix.conjTranspose_conjTranspose]
  exact eq_neg_of_add_eq_zero_left key
```

### (e) The dressed derivative in the adiabatic frame

For differentiable U and f, show that

(D + d)(U†f) = U†f′.

For a square matrix, U†U = 1 also gives UU† = 1. With (d),

dU† = −d†U† = −(U′)†UU† = −(U′)†,

which is `hc`. Then (a) and (b) give

(D + d)(U†f) = (U′)†f + U†f′ − (U′)†f = U†f′.

```lean
/-- Gauge covariance of the derivative: `(D + d)(U† f) = U† f'`. -/
theorem covD_dressed {U : ℝ → Matrix n n ℂ} {f : ℝ → n → ℂ}
    (hU : ∀ r, (U r)ᴴ * U r = 1) (hd : MatDiff U) (hf : VecDiff f) :
    covD U (fun r => (U r)ᴴ *ᵥ f r) = fun r => (U r)ᴴ *ᵥ vecDeriv f r := by
  funext R
  have h2 : U R * (U R)ᴴ = 1 := mul_eq_one_comm.mp (hU R)
  -- the coupling cancels the derivative of the frame
  have hc : coupling U R * (U R)ᴴ = -(matDeriv U R)ᴴ := by
    rw [← neg_eq_iff_eq_neg, ← neg_mul, ← coupling_antiHermitian hU hd R, coupling,
      Matrix.conjTranspose_mul, Matrix.conjTranspose_conjTranspose, mul_assoc, h2, mul_one]
  have h1 : vecDeriv (fun r => (U r)ᴴ *ᵥ f r) R
      = matDeriv (fun r => (U r)ᴴ) R *ᵥ f R + (U R)ᴴ *ᵥ vecDeriv f R :=
    (vecDeriv_mulVec (matDeriv_conjTranspose hd).1 hf).2 R
  simp only [covD]
  rw [h1, (matDeriv_conjTranspose hd).2 R, Matrix.mulVec_mulVec, hc, Matrix.neg_mulVec]
  abel
```

### (f) The kinetic operator

For f twice differentiable and U once differentiable, show that

(D + d)(D + d)(U†f) = U†f″.

Apply (e) to f, then to f′. The two rewrites do exactly this.

```lean
/-- Gauge covariance of the nuclear kinetic operator: `(D + d)(D + d)(U† f) = U† f''`. -/
theorem covD_twice_dressed {U : ℝ → Matrix n n ℂ} {f : ℝ → n → ℂ}
    (hU : ∀ r, (U r)ᴴ * U r = 1) (hd : MatDiff U)
    (hf : VecDiff f) (hf' : VecDiff (vecDeriv f)) :
    covD U (covD U fun r => (U r)ᴴ *ᵥ f r)
      = fun r => (U r)ᴴ *ᵥ vecDeriv (vecDeriv f) r := by
  rw [covD_dressed hU hd hf, covD_dressed hU hd hf']
```

### (g) Equivalence of the two equations

Under the assumptions of (f), show for any complex ε that

H_ad(U†f) = εU†f for all R ⇔ H_di f = εf for all R.

By (f) and U†U = 1,

H_ad(U†f) = −κU†f″ + EU†f = U†(−κf″ + UEU†f) = U†H_di f.

This is `key`. Multiplying U†H_di f = εU†f by U gives the diabatic equation; multiplying that by U† leads back.

For one coordinate, a finite, complete set of states and a differentiable frame, the exact vibronic equation may therefore be solved in either representation, provided that the boundary conditions are transformed with U as well. On a ring, for example, a frame that changes sign after one turn makes a periodic f correspond to an antiperiodic U†f. Approximate solutions, for example in a truncated nuclear basis, need not agree. Truncating a larger electronic basis, or using several nuclear coordinates, is not covered.

```lean
/-- For differentiable unitary `U` and twice differentiable `f`, `U† f` solves the adiabatic
equation with dressed kinetic energy exactly when `f` solves the diabatic equation with potential `U
E U†`, at the same `ε`. -/
theorem adiabatic_iff_diabatic {U : ℝ → Matrix n n ℂ} {f : ℝ → n → ℂ}
    (hU : ∀ r, (U r)ᴴ * U r = 1) (hd : MatDiff U)
    (hf : VecDiff f) (hf' : VecDiff (vecDeriv f)) (κ : ℝ) (E : ℝ → n → ℝ) (ε : ℂ) :
    (∀ R, adiabaticH κ U E (fun r => (U r)ᴴ *ᵥ f r) R = ε • ((U R)ᴴ *ᵥ f R)) ↔
      ∀ R, diabaticH κ U E f R = ε • f R := by
  refine forall_congr' fun R => ?_
  have h2 : U R * (U R)ᴴ = 1 := mul_eq_one_comm.mp (hU R)
  -- the frame intertwines the two Hamiltonians
  have key : adiabaticH κ U E (fun r => (U r)ᴴ *ᵥ f r) R
      = (U R)ᴴ *ᵥ diabaticH κ U E f R := by
    have hm : (U R)ᴴ * (U R * Matrix.diagonal (fun i => (E R i : ℂ)) * (U R)ᴴ)
        = Matrix.diagonal (fun i => (E R i : ℂ)) * (U R)ᴴ := by
      rw [← mul_assoc, ← mul_assoc, hU, one_mul]
    simp only [adiabaticH, diabaticH, diabaticPotential, covD_twice_dressed hU hd hf hf',
      Matrix.mulVec_add, Matrix.mulVec_smul, Matrix.mulVec_mulVec, hm]
  rw [key, ← Matrix.mulVec_smul]
  constructor
  · intro h
    have h3 := congrArg (fun v => U R *ᵥ v) h
    simpa only [Matrix.mulVec_mulVec, h2, Matrix.one_mulVec] using h3
  · intro h
    rw [h]
```

### (h) Starting from an adiabatic amplitude

For twice differentiable U and χ, show that

H_ad χ = εχ for all R ⇔ H_di(Uχ) = εUχ for all R.

Set f = Uχ in (g). Part (c) supplies its second derivative, and U†f = χ.

```lean
/-- For a twice differentiable unitary frame, any twice differentiable `χ` solves the adiabatic
equation exactly when `U χ` solves the diabatic one. -/
theorem adiabatic_iff_diabatic_of_amplitude {U : ℝ → Matrix n n ℂ} {χ : ℝ → n → ℂ}
    (hU : ∀ r, (U r)ᴴ * U r = 1) (hd : MatDiff U) (hd' : MatDiff (matDeriv U))
    (hχ : VecDiff χ) (hχ' : VecDiff (vecDeriv χ)) (κ : ℝ) (E : ℝ → n → ℝ) (ε : ℂ) :
    (∀ R, adiabaticH κ U E χ R = ε • χ R) ↔
      ∀ R, diabaticH κ U E (fun r => U r *ᵥ χ r) R = ε • (U R *ᵥ χ R) := by
  have h := adiabatic_iff_diabatic hU hd (vecDeriv_mulVec hd hχ).1
    (vecDeriv_twice_mulVec hd hd' hχ hχ').1 κ E ε
  simp only [Matrix.mulVec_mulVec, hU, Matrix.one_mulVec] at h
  exact h
```

### (i) First- and second-derivative couplings

Under the same assumptions, show that

(D + d)²χ = χ″ + 2dχ′ + U†U″χ.

With f = Uχ, (f) gives (D + d)²χ = U†(Uχ)″. Insert (c) and use U†U = 1 and U†U′ = d.

```lean
/-- The dressed kinetic operator written out with first- and second-derivative couplings:
`(D + d)² χ = χ'' + 2 d χ' + U† U'' χ`. -/
theorem covD_twice_expanded {U : ℝ → Matrix n n ℂ} {χ : ℝ → n → ℂ}
    (hU : ∀ r, (U r)ᴴ * U r = 1) (hd : MatDiff U) (hd' : MatDiff (matDeriv U))
    (hχ : VecDiff χ) (hχ' : VecDiff (vecDeriv χ)) (R : ℝ) :
    covD U (covD U χ) R = vecDeriv (vecDeriv χ) R
      + (2 : ℂ) • (coupling U R *ᵥ vecDeriv χ R)
      + ((U R)ᴴ * matDeriv (matDeriv U) R) *ᵥ χ R := by
  have hs := vecDeriv_twice_mulVec hd hd' hχ hχ'
  have h := congrFun (covD_twice_dressed hU hd (vecDeriv_mulVec hd hχ).1 hs.1) R
  simp only [Matrix.mulVec_mulVec, hU, Matrix.one_mulVec] at h
  refine h.trans ?_
  rw [hs.2 R]
  simp only [Matrix.mulVec_add, Matrix.mulVec_smul, Matrix.mulVec_mulVec, hU,
    Matrix.one_mulVec, coupling]
  module
```

### (j) Two states with a mixing angle

Let θ(R) be a real differentiable angle and, with rows separated by semicolons,

U = (cos θ, −sin θ; sin θ, cos θ).

```lean
/-- The two-state frame rotated by the mixing angle `θ(R)`. -/
def mixing (θ : ℝ → ℝ) (r : ℝ) : Matrix (Fin 2) (Fin 2) ℂ :=
  !![(Real.cos (θ r) : ℂ), -(Real.sin (θ r) : ℂ); (Real.sin (θ r) : ℂ), (Real.cos (θ r) : ℂ)]
```

Show that U is differentiable, U†U = 1 and

d = θ′ (0, −1; 1, 0).

The columns are orthonormal because cos²θ + sin²θ = 1. The chain rule gives

U′ = θ′ (−sin θ, −cos θ; cos θ, −sin θ).

In U†U′ the diagonal entries cancel, and the off-diagonal ones are ∓θ′(cos²θ + sin²θ). Lean checks the four entries separately, with `hcs` supplying the trigonometric identity.

```lean
/-- The two-state rotation is a differentiable unitary family, and its derivative coupling is
`θ'` times the generator of rotations. -/
theorem mixing_witness {θ : ℝ → ℝ} (hθ : Differentiable ℝ θ) :
    (∀ r, (mixing θ r)ᴴ * mixing θ r = 1) ∧ MatDiff (mixing θ) ∧
      ∀ R, coupling (mixing θ) R = ((deriv θ R : ℝ) : ℂ) • !![0, -1; 1, 0] := by
  have hcs : ∀ r, (Real.cos (θ r) : ℂ) * (Real.cos (θ r) : ℂ)
      + (Real.sin (θ r) : ℂ) * (Real.sin (θ r) : ℂ) = 1 := by
    intro r
    have h : Real.cos (θ r) * Real.cos (θ r) + Real.sin (θ r) * Real.sin (θ r) = 1 := by
      nlinarith [Real.sin_sq_add_cos_sq (θ r)]
    exact_mod_cast h
  have hc : ∀ R, HasDerivAt (fun r => (Real.cos (θ r) : ℂ))
      ((-Real.sin (θ R) * deriv θ R : ℝ) : ℂ) R :=
    fun R => (hθ R).hasDerivAt.cos.ofReal_comp
  have hs : ∀ R, HasDerivAt (fun r => (Real.sin (θ r) : ℂ))
      ((Real.cos (θ R) * deriv θ R : ℝ) : ℂ) R :=
    fun R => (hθ R).hasDerivAt.sin.ofReal_comp
  refine ⟨fun r => ?_, fun i j => ?_, fun R => ?_⟩
  · ext i j
    fin_cases i <;> fin_cases j <;>
      simp [mixing, Matrix.mul_apply, Fin.sum_univ_succ,
        -Complex.ofReal_cos, -Complex.ofReal_sin]
    all_goals first | ring1 | linear_combination hcs r
  · fin_cases i <;> fin_cases j
    · exact fun R => (hc R).differentiableAt
    · exact fun R => (hs R).fun_neg.differentiableAt
    · exact fun R => (hs R).differentiableAt
    · exact fun R => (hc R).differentiableAt
  · have hm : matDeriv (mixing θ) R
        = !![((-Real.sin (θ R) * deriv θ R : ℝ) : ℂ), -((Real.cos (θ R) * deriv θ R : ℝ) : ℂ);
            ((Real.cos (θ R) * deriv θ R : ℝ) : ℂ), ((-Real.sin (θ R) * deriv θ R : ℝ) : ℂ)] := by
      ext i j
      fin_cases i <;> fin_cases j
      · exact (hc R).deriv
      · exact (hs R).fun_neg.deriv
      · exact (hs R).deriv
      · exact (hc R).deriv
    rw [coupling, hm]
    ext i j
    fin_cases i <;> fin_cases j <;>
      simp [mixing, Matrix.mul_apply, Fin.sum_univ_succ,
        -Complex.ofReal_cos, -Complex.ofReal_sin]
    all_goals first
      | ring1
      | linear_combination ((deriv θ R : ℝ) : ℂ) * hcs R
      | linear_combination (-((deriv θ R : ℝ) : ℂ)) * hcs R

end

end NuclearGaugeCovariance
```

```lean
#print axioms NuclearGaugeCovariance.covD_twice_dressed
#print axioms NuclearGaugeCovariance.adiabatic_iff_diabatic_of_amplitude
#print axioms NuclearGaugeCovariance.covD_twice_expanded
```

```
'NuclearGaugeCovariance.covD_twice_dressed' depends on axioms: [propext, Classical.choice, Quot.sound]
'NuclearGaugeCovariance.adiabatic_iff_diabatic_of_amplitude' depends on axioms: [propext, Classical.choice, Quot.sound]
'NuclearGaugeCovariance.covD_twice_expanded' depends on axioms: [propext, Classical.choice, Quot.sound]
```
